# Couplings of order below $N-r$ vanish between two determinants whose orbital overlap matrix has rank $r$

Take two $N$-electron Slater determinants, $\Phi$ and $\Psi$, built from different orbitals that need not be orthogonal to each other. When must an operator that acts on $k$ electrons at once have a zero matrix element between them? To answer this with matrices alone, we choose to define the $k$-body matrix element by a rule for replacing rows in a determinant.

Let $\phi_i$ and $\psi_j$ be the occupied spin orbitals of $\Phi$ and $\Psi$, each set orthonormal in itself, so that both determinants are normalised. Let $x$ be a one-electron operator, and put
$$S_{ij}=\langle\phi_i|\psi_j\rangle,\qquad X_{ij}=\langle\phi_i|x|\psi_j\rangle .$$
The $k$-body coupling $c_k$ is the sum of all determinants obtained from $S$ by replacing $k$ of its rows with the same rows of $X$. In physical terms,
$$c_k=\Big\langle\Phi\Big|\sum_{p_1<\dots<p_k}x(p_1)\cdots x(p_k)\Big|\Psi\Big\rangle ,$$
where the $p$'s label electrons. This identification is the step from matrices to electrons that the Lean hypotheses leave out: the code starts from $S$ and $X$, which may be any complex $N\times N$ matrices.

The result is that if $S$ has rank $r$, then $c_k=0$ for every $k<N-r$, and $t^{N-r}$ divides the polynomial $\det(S+tX)$.

In a finite orbital basis the electron repulsion is a linear combination of terms $x(1)x(2)$, so in nonorthogonal configuration interaction the rule, applied term by term, makes the Hamiltonian matrix element vanish when $N-r>2$.

## Replacing rows of the overlap matrix

```lean
import Mathlib

open Matrix

namespace ManyBodySelectionRule

noncomputable section

variable {N : ℕ}
```

The number of electrons $N$ is any natural number, zero included. The curly braces tell Lean to infer $N$ from the matrices that appear later.

```lean
/-- The overlap matrix `S` with the rows in `J` replaced by the same rows of the
one-body matrix `X`. -/
def substituted (S X : Matrix (Fin N) (Fin N) ℂ) (J : Finset (Fin N)) :
    Matrix (Fin N) (Fin N) ℂ :=
  Matrix.of fun i j => if i ∈ J then X i j else S i j
```

This defines a matrix $S_J$, written `substituted S X J`. The type `Matrix (Fin N) (Fin N) ℂ` is that of complex $N\times N$ matrices with indices running from $0$ to $N-1$, and `J : Finset (Fin N)` is a finite set of row labels. Row $i$ of $S_J$ is row $i$ of $X$ if $i\in J$, and row $i$ of $S$ otherwise.

```lean
/-- The `k`-body coupling: the sum of the determinants obtained by replacing `k` rows of
the overlap matrix `S` by rows of `X`, over all choices of the `k` rows. -/
def coupling (S X : Matrix (Fin N) (Fin N) ℂ) (k : ℕ) : ℂ :=
  ∑ J ∈ Finset.powersetCard k Finset.univ, (substituted S X J).det
```

This is the coupling
$$c_k=\sum_{|J|=k}\det S_J .$$
The expression `Finset.powersetCard k Finset.univ` is the collection of all $k$-element sets of rows. Thus $c_0=\det S$ is the overlap of the two determinants, and $c_N=\det X$. The word "coupling" is used here for the matrix element of a product of copies of one operator $x$, not for that of a general $k$-body interaction.

```lean
/-- The generating polynomial `det (S + t X)` in the formal variable `t`. -/
def generating (S X : Matrix (Fin N) (Fin N) ℂ) : Polynomial ℂ :=
  (S.map Polynomial.C + (Polynomial.X : Polynomial ℂ) • X.map Polynomial.C).det
```

This is the polynomial $P(t)=\det(S+tX)$, with $t$ a formal variable and not a number. Two notations need care. `Polynomial.X` is the variable $t$ and has nothing to do with the matrix `X`. `Polynomial.C` turns a complex number into a constant polynomial, so `S.map Polynomial.C` is $S$ with its entries read as polynomials. The couplings do not enter this definition; their link with $P$ is proved next.

## The couplings as coefficients of $\det(S+tX)$

```lean
/-- The polynomial `det (S + t X)` is a sum over all sets `J` of replaced rows, each
substituted determinant carrying one factor `t` per replaced row. -/
theorem generating_eq_sum (S X : Matrix (Fin N) (Fin N) ℂ) :
    generating S X = ∑ J : Finset (Fin N),
      Polynomial.C (substituted S X J).det * Polynomial.X ^ J.card := by
  -- the determinant is additive in each row
  have hexp := (Matrix.detRowAlternating (n := Fin N)
    (R := Polynomial ℂ)).toMultilinearMap.map_add_univ
    (fun i j => Polynomial.X * Polynomial.C (X i j)) (fun i j => Polynomial.C (S i j))
  have hgen : generating S X = (Matrix.detRowAlternating (n := Fin N)
      (R := Polynomial ℂ)).toMultilinearMap
      ((fun i j => Polynomial.X * Polynomial.C (X i j)) +
        (fun i j => Polynomial.C (S i j))) := by
    refine congrArg Matrix.det (Matrix.ext fun i j => ?_)
    simp [add_comm]
  rw [hgen, hexp]
  refine Finset.sum_congr rfl fun J _ => ?_
  -- each replaced row releases one factor of the formal variable
  have hrow : (J.piecewise (fun i j => Polynomial.X * Polynomial.C (X i j))
      (fun i j => Polynomial.C (S i j)) : Matrix (Fin N) (Fin N) (Polynomial ℂ)) =
      Matrix.of fun i j => (if i ∈ J then (Polynomial.X : Polynomial ℂ) else 1) *
        (Polynomial.C.mapMatrix (substituted S X J)) i j := by
    refine Matrix.ext fun i j => ?_
    by_cases h : i ∈ J <;> simp [Finset.piecewise, substituted, h]
  have hprod : (∏ i : Fin N, if i ∈ J then (Polynomial.X : Polynomial ℂ) else 1) =
      Polynomial.X ^ J.card := by
    simp [Finset.prod_ite_mem]
  refine (congrArg Matrix.det hrow).trans ?_
  rw [Matrix.det_mul_column, hprod, ← RingHom.map_det, mul_comm]
```

A Lean theorem gives its name and its data, then the statement after the colon, then the proof after `:=`. The statement here is
$$P(t)=\sum_J t^{|J|}\det S_J ,$$
with $J$ running over all sets of rows.

By hand, row $i$ of $S+tX$ is the sum of row $i$ of $S$ and $t$ times row $i$ of $X$. The determinant is additive in each row, so it splits into $2^N$ determinants, one for each set $J$ of rows in which the term with $t$ was chosen. Each row in $J$ then releases one factor $t$, which leaves $t^{|J|}\det S_J$. For $N=2$ this reads
$$P(t)=\det S+t\,(\det S_{\{0\}}+\det S_{\{1\}})+t^2\det X .$$

In the proof, `map_add_univ` is the row-by-row expansion. The step `hrow` writes each resulting matrix as $S_J$ with row $i$ multiplied by $t$ or by $1$. `Matrix.det_mul_column` takes these factors out of the determinant, and `hprod` collects them into $t^{|J|}$.

```lean
/-- The coefficient of `t ^ k` in `det (S + t X)` is the `k`-body coupling. -/
theorem generating_coeff (S X : Matrix (Fin N) (Fin N) ℂ) (k : ℕ) :
    (generating S X).coeff k = coupling S X k := by
  rw [generating_eq_sum, Polynomial.finsetSum_coeff]
  simp only [Polynomial.coeff_C_mul_X_pow]
  rw [coupling, ← Finset.sum_filter]
  refine Finset.sum_congr ?_ fun _ _ => rfl
  ext J
  simp only [Finset.mem_filter, Finset.mem_univ, true_and, Finset.mem_powersetCard,
    Finset.subset_univ]
  exact ⟨Eq.symm, Eq.symm⟩
```

The coefficient of $t^k$ in $P$ is $c_k$. In the preceding sum only the sets with $|J|=k$ contribute to $t^k$, and their determinants add up to the definition of $c_k$. The proof reads off the coefficient of each term and then checks that the two descriptions of the $k$-element sets agree.

## Too many overlap rows left in place

```lean
/-- If the number of replaced rows plus the rank of the overlap matrix is less than `N`,
the substituted determinant vanishes. -/
theorem det_substituted_eq_zero (S X : Matrix (Fin N) (Fin N) ℂ) (J : Finset (Fin N))
    (hJ : J.card + S.rank < N) : (substituted S X J).det = 0 := by
  by_contra h
  have hli : LinearIndependent ℂ (substituted S X J).row :=
    Matrix.linearIndependent_rows_iff_isUnit.mpr
      ((Matrix.isUnit_iff_isUnit_det _).mpr (isUnit_iff_ne_zero.mpr h))
  -- the rows of `S` that were kept would be linearly independent
  have hS : LinearIndependent ℂ (fun i : {i // i ∉ J} => S.row i.1) := by
    have e : (fun i : {i // i ∉ J} => S.row i.1) =
        (substituted S X J).row ∘ Subtype.val := by
      funext i j
      change S i.1 j = if i.1 ∈ J then X i.1 j else S i.1 j
      rw [if_neg i.2]
    rw [e]
    exact hli.comp _ Subtype.val_injective
  -- but there are more of them than the rank allows
  have hm : Module.finrank ℂ (Submodule.span ℂ
      (Set.range (fun i : {i // i ∉ J} => S.row i.1))) ≤
      Module.finrank ℂ (Submodule.span ℂ (Set.range S.row)) :=
    Submodule.finrank_mono (Submodule.span_mono (by
      rintro _ ⟨i, rfl⟩
      exact ⟨i.1, rfl⟩))
  rw [finrank_span_eq_card hS, ← Matrix.rank_eq_finrank_span_row] at hm
  have hcard : Fintype.card {i // i ∉ J} = N - J.card := by
    simp [Fintype.card_subtype_compl]
  omega
```

The hypothesis `hJ` says $|J|+\operatorname{rank}S<N$, and the conclusion is $\det S_J=0$. Each substituted determinant therefore vanishes separately, with no cancellation between different choices of rows, and whatever the entries of $X$.

By hand, suppose $\det S_J\neq0$. Then:

1. All $N$ rows of $S_J$ are linearly independent.
2. The $N-|J|$ rows that were not replaced are therefore independent too, and they are rows of $S$.
3. They span a space of dimension $N-|J|$ inside the row space of $S$, which has dimension $\operatorname{rank}S$.
4. Hence $N-|J|\le\operatorname{rank}S$, which contradicts the hypothesis.

The proof takes the same route. `by_contra h` assumes a nonzero determinant, `hli` is the first point, `hS` the second, and `hm` compares the dimensions of the two spans. The tactic `omega`, which proves goals of linear arithmetic over the integers and natural numbers, finds the contradiction.

## The selection rule

```lean
/-- Many-body selection rule: if the overlap matrix `S` has rank `r`, then `t ^ (N - r)`
divides `det (S + t X)`, and all `k`-body couplings with `k < N - r` vanish. -/
theorem selection_rule (S X : Matrix (Fin N) (Fin N) ℂ) (r : ℕ) (hr : S.rank = r) :
    Polynomial.X ^ (N - r) ∣ generating S X ∧ ∀ k < N - r, coupling S X k = 0 := by
  have hzero : ∀ k < N - r, coupling S X k = 0 := fun k hk =>
    Finset.sum_eq_zero fun J hJ => det_substituted_eq_zero S X J (by
      have := (Finset.mem_powersetCard.mp hJ).2
      omega)
  refine ⟨Polynomial.X_pow_dvd_iff.mpr fun k hk => ?_, hzero⟩
  rw [generating_coeff, hzero k hk]
```

The hypothesis `hr` says that $S$ has rank $r$. The symbol `∣` means "divides" and `∧` means "and", so the conclusion is
$$t^{N-r}\mid\det(S+tX)\quad\text{and}\quad c_k=0\ \text{ for all } k<N-r .$$

By hand, let $k<N-r$. Every set $J$ in the sum for $c_k$ has $|J|=k$, hence $|J|+r<N$, and the previous theorem makes its determinant zero. So $c_k=0$. These couplings are the coefficients of $P$ below order $N-r$, and a polynomial whose coefficients below order $m$ all vanish is divisible by $t^m$. In Lean the first part is `hzero`, and the last fact is `Polynomial.X_pow_dvd_iff`.

The smallest case with an electron is $N=1$, where $P(t)=S_{00}+tX_{00}$. If the two orbitals are orthogonal, then $S_{00}=0$ and $r=0$. The rule then says that $t$ divides $tX_{00}$ and that $c_0=0$, while $c_1=X_{00}$ is free. If $S_{00}\neq0$, then $r=1$ and the rule excludes nothing.

The same case shows what the rank hypothesis does. Take $S_{00}=1$ and put $r=0$ in the conclusion: it would say that $t$ divides $1+tX_{00}$, which is false. What this example refutes is the statement without any upper bound on the rank. The inequality $\operatorname{rank}S\le r$ would be enough, since it gives $N-r\le N-\operatorname{rank}S$.

## The first surviving coupling for paired orbitals

```lean
/-- For paired orbitals with overlaps `d i`, the coupling whose order is the number of zero
overlaps is the product of the nonzero overlaps times the determinant of `X` restricted to
the zero-overlap orbitals. -/
theorem coupling_diagonal (d : Fin N → ℂ) (X : Matrix (Fin N) (Fin N) ℂ) :
    coupling (diagonal d) X (Finset.univ.filter fun i => d i = 0).card =
      (∏ i ∈ Finset.univ.filter (fun i => d i ≠ 0), d i) *
        (X.submatrix (Subtype.val : {i // d i = 0} → Fin N) Subtype.val).det := by
  rw [coupling, Finset.sum_eq_single (Finset.univ.filter fun i => d i = 0)]
  · -- the surviving determinant is block triangular
    rw [Matrix.twoBlockTriangular_det _ (fun i => d i = 0) (by
      intro i hi j hj
      have hij : i ≠ j := fun h => hi (h ▸ hj)
      simp [substituted, hi, hij])]
    have h1 : toSquareBlockProp (substituted (diagonal d) X
        (Finset.univ.filter fun i => d i = 0)) (fun i => d i = 0) =
        X.submatrix Subtype.val Subtype.val := by
      refine Matrix.ext fun i j => ?_
      have hi : d i.1 = 0 := i.2
      simp [toSquareBlockProp, substituted, hi]
    have h2 : toSquareBlockProp (substituted (diagonal d) X
        (Finset.univ.filter fun i => d i = 0)) (fun i => ¬ d i = 0) =
        diagonal fun i => d i.1 := by
      refine Matrix.ext fun i j => ?_
      have hi : ¬ d i.1 = 0 := i.2
      simp [toSquareBlockProp, substituted, hi, diagonal_apply, Subtype.ext_iff]
    rw [h1, h2, det_diagonal, mul_comm]
    congr 1
    exact (Finset.prod_subtype _ (fun i => by simp) d).symm
  · -- any other choice keeps a zero row of the overlap matrix
    intro J hJ hne
    have hc := (Finset.mem_powersetCard.mp hJ).2
    have hex : ∃ i, d i = 0 ∧ i ∉ J := by
      by_contra hcon
      push Not at hcon
      exact hne (Finset.eq_of_subset_of_card_le
        (fun i hi => hcon i (Finset.mem_filter.mp hi).2) hc.le).symm
    obtain ⟨i, hi, hiJ⟩ := hex
    exact Matrix.det_eq_zero_of_row_eq_zero i fun j => by
      simp [substituted, hiJ, diagonal_apply, hi]
  · exact fun h => absurd (Finset.mem_powersetCard.mpr ⟨Finset.subset_univ _, rfl⟩) h
```

Paired orbitals are chosen so that $\phi_i$ overlaps only with $\psi_i$. Then $S$ is diagonal with entries $d_i$, written `diagonal d`. The theorem takes this form as given and allows any complex $d_i$. Let $Z=\{i:d_i=0\}$ be the set of pairs with zero overlap, and let $X_{ZZ}$ be the block of $X$ with both indices in $Z$, which is the `submatrix` in the code. The statement is
$$c_{|Z|}=\Big(\prod_{i\notin Z}d_i\Big)\det X_{ZZ}.$$

By hand, consider the sets $J$ with $|J|=|Z|$. If $J\neq Z$, then $J$ misses some $i\in Z$, because a set of this size that contains $Z$ must equal $Z$. Row $i$ of $S$, which is zero, then stays in place, and $\det S_J=0$. Only $J=Z$ remains. With the indices in $Z$ listed first, and $\bar Z$ denoting the others,
$$S_Z=\begin{pmatrix}X_{ZZ}&X_{Z\bar Z}\\0&\operatorname{diag}(d_i)_{i\in\bar Z}\end{pmatrix},$$
and the determinant of this block triangular matrix is the product of those of its diagonal blocks.

`Finset.sum_eq_single` reduces the sum to the term $J=Z$, and the part under the second bullet finds the zero row for every other $J$. `Matrix.twoBlockTriangular_det` factorises the surviving determinant, after which `h1` and `h2` identify the two blocks.

If no overlap is zero, the determinant of the empty block is $1$ and the formula gives $c_0=\det S$. If all overlaps are zero, it gives $c_N=\det X$.

## A nonzero coupling at order $N-r$

```lean
/-- The selection rule is sharp: for every diagonal overlap matrix and `X = 1`, the coupling
of order `N` minus the rank is nonzero. -/
theorem selection_rule_sharp (d : Fin N → ℂ) :
    coupling (diagonal d) 1 (N - (diagonal d).rank) ≠ 0 := by
  have hr : (diagonal d).rank = Fintype.card {i // ¬ d i = 0} :=
    (Matrix.rank_diagonal d).trans (Fintype.card_congr (Equiv.refl _))
  have h := Fintype.card_subtype_compl (fun i => d i = 0)
  have hle := Fintype.card_subtype_le (fun i => d i = 0)
  have hZ : Fintype.card {i // d i = 0} = (Finset.univ.filter fun i => d i = 0).card :=
    Fintype.card_subtype _
  rw [Fintype.card_fin] at h hle
  -- the defect of the rank counts the zero overlaps
  have hN : N - (diagonal d).rank = (Finset.univ.filter fun i => d i = 0).card := by
    omega
  rw [hN, coupling_diagonal, Matrix.submatrix_one _ Subtype.val_injective, det_one, mul_one]
  exact Finset.prod_ne_zero_iff.mpr fun i hi => (Finset.mem_filter.mp hi).2

end

end ManyBodySelectionRule
```

For every diagonal $S$, and with the identity matrix in the place of $X$, the coupling of order $N-\operatorname{rank}S$ is nonzero. Since $d$ may have any number of zero entries, the bound in the selection rule cannot be raised for any $N$ or any rank. A particular $X$ may still give zero at this order, as $X=0$ does when $r<N$.

The `1` in the statement is the identity matrix, not the identity operator, whose matrix between the two orbital sets would be $S$. An operator with $X_{ij}=\delta_{ij}$ is $x=\sum_i|\phi_i\rangle\langle\psi_i|$, which is in general not Hermitian. For paired orbitals the Hermitian operator $x+x^\dagger$ has the same block $X_{ZZ}$, because its matrix is diagonal with entries $1+d_i^2$, and so it gives the same nonzero coupling at this order.

By hand, the rank of a diagonal matrix is the number of its nonzero entries, so $N-\operatorname{rank}S=|Z|$. The block $X_{ZZ}$ is again an identity matrix, with determinant $1$. The formula for paired orbitals then gives $c_{|Z|}=\prod_{i\notin Z}d_i$, a product of nonzero numbers. In the proof, `hN` is the count of zero overlaps, the `rw` line inserts the formula, and `Finset.prod_ne_zero_iff` shows that the product is nonzero.

```lean
#print axioms ManyBodySelectionRule.selection_rule
#print axioms ManyBodySelectionRule.coupling_diagonal
#print axioms ManyBodySelectionRule.selection_rule_sharp
```

```
'ManyBodySelectionRule.selection_rule' depends on axioms: [propext, Classical.choice, Quot.sound]
'ManyBodySelectionRule.coupling_diagonal' depends on axioms: [propext, Classical.choice, Quot.sound]
'ManyBodySelectionRule.selection_rule_sharp' depends on axioms: [propext, Classical.choice, Quot.sound]
```
